# Without exchange, an MP2 pair keeps 23/30 of its energy under SCS and 13/20 under SOS

My local MP2 code loses energy at long range as soon as I switch on spin scaling. For well-separated orbital pairs, SCS gives about 23% less correlation energy than plain MP2, and SOS 35% less. I was about to enlarge the domains to get it back. Is this a truncation error, or does the scaling itself remove the energy?

## The distant-pair factor is the mean of the two spin factors

The scaling removes it. Take two different doubly occupied orbitals i and j, with real integrals K_ab = (ia|jb) over virtuals a, b and gaps D_ab = D_ba > 0, the orbital energies of a and b minus those of i and j. The magnitudes of the opposite-spin and same-spin pair energies, and the exchange contribution, are

O = 2 Σ K_ab²/D_ab
P = Σ (K_ab − K_ba)²/D_ab
X = 2 Σ K_ab K_ba/D_ab

Expand the square in P. Since D is symmetric, relabelling a ↔ b turns Σ K_ba²/D_ab into Σ K_ab²/D_ab, so

P = 2 Σ K_ab²/D_ab − X = O − X.

If some K_ab is nonzero, then O > 0 and P ≥ 0, so T = O + P is positive. With O = (T + X)/2 and P = (T − X)/2, factors c and s give

(cO + sP)/T = (c + s)/2 + (c − s)/2 · X/T.

For a distant pair in a localised basis, K_ab is small unless a is near i and b is near j; the model sets it to zero otherwise. If these two domains are disjoint, K_ab and K_ba are never both nonzero, so X = 0 and P = O. SCS weights the two spin components empirically by 6/5 and 1/3, which gives 23/30; SOS uses 13/10 and drops the same-spin part, which gives 13/20.

Now suppose |K_ab K_ba| ≤ ε(K_ab² + K_ba²)/2 with ε < 2. Dividing by D_ab and summing gives |X| ≤ εO, hence ε ≥ 0. Also T = 2O − X ≥ (2 − ε)O, so |X|/T ≤ ε/(2 − ε), and the fraction is within |c − s|/2 · ε/(2 − ε) of the mean.

## What the Lean statements say

The finite type `ι` labels the virtuals, and `K` and `D` are real functions of two labels. `oppositeSpin`, `sameSpin` and `exchange` are O, P and X; the MP2 energies themselves are −O and −P. `scaledFraction c s K D` is (cO + sP)/(O + P). The hypotheses `hD` and `hpos` make the gaps symmetric and positive, `hK` supplies a nonzero integral, and `hfar` sets every product K_ab K_ba to zero, including K_aa².

`distant_pair` gives P = O and both fractions. `scaledFraction_eq_mean_iff` adds that, for c ≠ s, the mean occurs exactly when X = 0. In `nearly_distant_pair`, taking a = b shows that ε < 1 forces K_aa = 0 for every a. If some K_aa is nonzero, however small, then ε ≥ 1 and the bound is at least |c − s|/2, so for c ≠ s it no longer shows that the fraction is close to the mean.

The step left to you is the diagonal denominator: localised orbitals generally have off-diagonal Fock elements, so their amplitudes are not simply −K_ab/D_ab.

```lean
import Mathlib

open Finset

namespace DistantPairSpinScaling

noncomputable section

variable {ι : Type*} [Fintype ι]

/-- Magnitude of the opposite-spin MP2 energy of a pair of different, doubly occupied orbitals, with
real integrals `K a b` = (ia|jb) and symmetric positive energy denominators `D a b`. -/
def oppositeSpin (K D : ι → ι → ℝ) : ℝ := 2 * ∑ a, ∑ b, K a b ^ 2 / D a b

/-- Magnitude of the same-spin MP2 energy of a pair of different, doubly occupied orbitals, built
from real antisymmetrised integrals, for symmetric positive energy denominators `D a b`. -/
def sameSpin (K D : ι → ι → ℝ) : ℝ := ∑ a, ∑ b, (K a b - K b a) ^ 2 / D a b

/-- The exchange contribution, in which each integral meets its partner with the two virtual
orbitals interchanged, for nonzero energy denominators `D a b`. -/
def exchange (K D : ι → ι → ℝ) : ℝ := 2 * ∑ a, ∑ b, K a b * K b a / D a b

/-- The spin-scaled pair energy, with opposite-spin factor `c` and same-spin factor `s`, as a
fraction of the unscaled pair energy; its domain is a nonzero unscaled pair energy. -/
def scaledFraction (c s : ℝ) (K D : ι → ι → ℝ) : ℝ :=
  (c * oppositeSpin K D + s * sameSpin K D) / (oppositeSpin K D + sameSpin K D)

/-- For symmetric denominators, interchanging the virtual orbitals in the integrals leaves the
sum of squared integrals over denominators unchanged. -/
theorem sum_swap {K D : ι → ι → ℝ} (hD : ∀ a b, D a b = D b a) :
    ∑ a, ∑ b, K b a ^ 2 / D a b = ∑ a, ∑ b, K a b ^ 2 / D a b := by
  rw [Finset.sum_comm]
  refine Finset.sum_congr rfl fun a _ => Finset.sum_congr rfl fun b _ => ?_
  rw [hD b a]

/-- For symmetric denominators, `sameSpin` equals `oppositeSpin` less the exchange contribution,
which can have either sign. -/
theorem sameSpin_eq {K D : ι → ι → ℝ} (hD : ∀ a b, D a b = D b a) :
    sameSpin K D = oppositeSpin K D - exchange K D := by
  -- expand the square under the sum
  have hexp : sameSpin K D = ∑ a, ∑ b, K a b ^ 2 / D a b + ∑ a, ∑ b, K b a ^ 2 / D a b
      - 2 * ∑ a, ∑ b, K a b * K b a / D a b := by
    simp only [sameSpin, Finset.mul_sum, ← Finset.sum_add_distrib, ← Finset.sum_sub_distrib]
    refine Finset.sum_congr rfl fun a _ => Finset.sum_congr rfl fun b _ => ?_
    ring
  rw [hexp, sum_swap (K := K) hD]
  unfold oppositeSpin exchange
  ring

omit [Fintype ι] in
/-- If the integrals `K a b` vanish unless `a` lies in one domain and `b` in another, and the two
domains are disjoint, then every product of an integral with its exchange partner is zero. -/
theorem exchange_product_zero_of_disjoint_domains {K : ι → ι → ℝ} {A B : Set ι}
    (hAB : Disjoint A B) (hK : ∀ a b, K a b ≠ 0 → a ∈ A ∧ b ∈ B) (a b : ι) :
    K a b * K b a = 0 := by
  by_contra h
  have h1 := hK a b (left_ne_zero_of_mul h)
  have h2 := hK b a (right_ne_zero_of_mul h)
  exact Set.disjoint_left.1 hAB h1.1 h2.2

/-- With positive denominators and at least one nonzero integral, the opposite-spin energy and
the total pair energy have positive magnitude. -/
theorem pair_energy_pos {K D : ι → ι → ℝ} (hpos : ∀ a b, 0 < D a b)
    (hK : ∃ a b, K a b ≠ 0) :
    0 < oppositeSpin K D ∧ 0 < oppositeSpin K D + sameSpin K D := by
  obtain ⟨a, b, hab⟩ := hK
  have hterm : ∀ x y, 0 ≤ K x y ^ 2 / D x y := fun x y =>
    div_nonneg (sq_nonneg _) (hpos x y).le
  have hO : 0 < ∑ x, ∑ y, K x y ^ 2 / D x y :=
    Finset.sum_pos' (fun x _ => Finset.sum_nonneg fun y _ => hterm x y)
      ⟨a, Finset.mem_univ a, Finset.sum_pos' (fun y _ => hterm a y)
        ⟨b, Finset.mem_univ b, div_pos (pow_pos (abs_pos.2 hab) 2 |>.trans_eq (sq_abs _))
          (hpos a b)⟩⟩
  have hP : 0 ≤ sameSpin K D :=
    Finset.sum_nonneg fun x _ => Finset.sum_nonneg fun y _ =>
      div_nonneg (sq_nonneg _) (hpos x y).le
  have hO' : 0 < oppositeSpin K D := by
    unfold oppositeSpin
    linarith
  exact ⟨hO', by linarith⟩

/-- For symmetric positive denominators and a nonzero integral, the scaled fraction is the mean
of the two spin factors plus a term proportional to the exchange share of the pair energy. -/
theorem scaledFraction_eq {K D : ι → ι → ℝ} (hD : ∀ a b, D a b = D b a)
    (hpos : ∀ a b, 0 < D a b) (hK : ∃ a b, K a b ≠ 0) (c s : ℝ) :
    scaledFraction c s K D = (c + s) / 2 +
      (c - s) / 2 * (exchange K D / (oppositeSpin K D + sameSpin K D)) := by
  have hT := (pair_energy_pos hpos hK).2.ne'
  have h := div_mul_cancel₀ (exchange K D) hT
  rw [scaledFraction, div_eq_iff hT]
  linear_combination (-(c - s) / 2) * h - (c - s) / 2 * sameSpin_eq (K := K) hD

/-- For symmetric positive denominators, a nonzero integral and two different spin factors, the
scaled fraction is the mean of the factors exactly when the exchange contribution vanishes. -/
theorem scaledFraction_eq_mean_iff {K D : ι → ι → ℝ} (hD : ∀ a b, D a b = D b a)
    (hpos : ∀ a b, 0 < D a b) (hK : ∃ a b, K a b ≠ 0) {c s : ℝ} (hcs : c ≠ s) :
    scaledFraction c s K D = (c + s) / 2 ↔ exchange K D = 0 := by
  have hT := (pair_energy_pos hpos hK).2.ne'
  have hc : (c - s) / 2 ≠ 0 := div_ne_zero (sub_ne_zero.2 hcs) two_ne_zero
  rw [scaledFraction_eq hD hpos hK]
  constructor
  · intro h
    have h0 : (c - s) / 2 * (exchange K D / (oppositeSpin K D + sameSpin K D)) = 0 := by
      linarith
    exact (div_eq_zero_iff.1 ((mul_eq_zero.1 h0).resolve_left hc)).resolve_right hT
  · intro h
    rw [h, zero_div, mul_zero, add_zero]

/-- Distant pair: with symmetric positive denominators, a nonzero integral and all products
`K a b * K b a` zero, same-spin and opposite-spin energies are equal. The factors 6/5 and 1/3
(SCS) then give 23/30 of the pair energy, and 13/10 and 0 (SOS) give 13/20. -/
theorem distant_pair {K D : ι → ι → ℝ} (hD : ∀ a b, D a b = D b a)
    (hpos : ∀ a b, 0 < D a b) (hK : ∃ a b, K a b ≠ 0) (hfar : ∀ a b, K a b * K b a = 0) :
    sameSpin K D = oppositeSpin K D ∧ scaledFraction (6 / 5) (1 / 3) K D = 23 / 30 ∧
      scaledFraction (13 / 10) 0 K D = 13 / 20 := by
  have hX : exchange K D = 0 := by simp [exchange, hfar]
  refine ⟨by rw [sameSpin_eq hD, hX, sub_zero], ?_, ?_⟩
  · rw [scaledFraction_eq hD hpos hK, hX]
    norm_num
  · rw [scaledFraction_eq hD hpos hK, hX]
    norm_num

/-- If each product `K a b * K b a` is in absolute value at most `ε` times the mean of the two
squared integrals, and denominators are symmetric and positive, the absolute value of the exchange
contribution is at most `ε` times the magnitude of the opposite-spin energy. -/
theorem abs_exchange_le {K D : ι → ι → ℝ} (hD : ∀ a b, D a b = D b a)
    (hpos : ∀ a b, 0 < D a b) {ε : ℝ}
    (hε : ∀ a b, |K a b * K b a| ≤ ε * ((K a b ^ 2 + K b a ^ 2) / 2)) :
    |exchange K D| ≤ ε * oppositeSpin K D := by
  have h1 : |∑ a, ∑ b, K a b * K b a / D a b| ≤
      ∑ a, ∑ b, ε * ((K a b ^ 2 + K b a ^ 2) / 2) / D a b := by
    refine (Finset.abs_sum_le_sum_abs _ _).trans (Finset.sum_le_sum fun a _ =>
      (Finset.abs_sum_le_sum_abs _ _).trans (Finset.sum_le_sum fun b _ => ?_))
    have hab := hε a b
    have hd := hpos a b
    rw [abs_div, abs_of_pos hd]
    gcongr
  have h2 : ∑ a, ∑ b, ε * ((K a b ^ 2 + K b a ^ 2) / 2) / D a b =
      ε / 2 * (∑ a, ∑ b, K a b ^ 2 / D a b + ∑ a, ∑ b, K b a ^ 2 / D a b) := by
    simp only [← Finset.sum_add_distrib, Finset.mul_sum]
    refine Finset.sum_congr rfl fun a _ => Finset.sum_congr rfl fun b _ => ?_
    ring
  rw [h2, sum_swap (K := K) hD] at h1
  unfold exchange oppositeSpin
  rw [abs_mul, abs_two]
  linarith

/-- Nearly distant pair: suppose that each product `K a b * K b a` is in absolute value at most `ε`
times the mean of the two squared integrals, with `ε < 2`. For symmetric positive denominators and a
nonzero integral, the scaled fraction then differs from the mean of the spin factors by at most
`|c - s| / 2 * (ε / (2 - ε))`. -/
theorem nearly_distant_pair {K D : ι → ι → ℝ} (hD : ∀ a b, D a b = D b a)
    (hpos : ∀ a b, 0 < D a b) (hK : ∃ a b, K a b ≠ 0) {ε : ℝ} (hε2 : ε < 2)
    (hε : ∀ a b, |K a b * K b a| ≤ ε * ((K a b ^ 2 + K b a ^ 2) / 2)) (c s : ℝ) :
    |scaledFraction c s K D - (c + s) / 2| ≤ |c - s| / 2 * (ε / (2 - ε)) := by
  obtain ⟨hO, hT⟩ := pair_energy_pos hpos hK
  have hX := abs_exchange_le hD hpos hε
  have hP := sameSpin_eq (K := K) hD
  have hε0 : 0 ≤ ε := by
    by_contra h
    have := mul_neg_of_neg_of_pos (not_le.1 h) hO
    linarith [abs_nonneg (exchange K D)]
  -- the exchange share of the total pair energy
  have hshare : |exchange K D / (oppositeSpin K D + sameSpin K D)| ≤ ε / (2 - ε) := by
    rw [abs_div, abs_of_pos hT, div_le_div_iff₀ hT (by linarith)]
    have h1 := mul_le_mul_of_nonneg_right hX (by linarith : 0 ≤ 2 - ε)
    have h2 : (2 - ε) * oppositeSpin K D ≤ oppositeSpin K D + sameSpin K D := by
      linarith [le_abs_self (exchange K D)]
    have h3 := mul_le_mul_of_nonneg_left h2 hε0
    linarith
  rw [scaledFraction_eq hD hpos hK, add_sub_cancel_left, abs_mul, abs_div (c - s) 2, abs_two]
  exact mul_le_mul_of_nonneg_left hshare (by positivity)

end

end DistantPairSpinScaling
```

```lean
#print axioms DistantPairSpinScaling.exchange_product_zero_of_disjoint_domains
-- 'DistantPairSpinScaling.exchange_product_zero_of_disjoint_domains' depends on axioms: [propext, Classical.choice, Quot.sound]
#print axioms DistantPairSpinScaling.scaledFraction_eq_mean_iff
-- 'DistantPairSpinScaling.scaledFraction_eq_mean_iff' depends on axioms: [propext, Classical.choice, Quot.sound]
#print axioms DistantPairSpinScaling.distant_pair
-- 'DistantPairSpinScaling.distant_pair' depends on axioms: [propext, Classical.choice, Quot.sound]
#print axioms DistantPairSpinScaling.nearly_distant_pair
-- 'DistantPairSpinScaling.nearly_distant_pair' depends on axioms: [propext, Classical.choice, Quot.sound]
```

## From the sums to the bound

`sum_swap` is the relabelling: it exchanges the order of summation and applies `hD`. `sameSpin_eq` expands the square with `ring` and obtains P = O − X. `exchange_product_zero_of_disjoint_domains` argues by contradiction, since a nonzero product would put a in both domains.

`pair_energy_pos` finds one positive term among nonnegative ones. `scaledFraction_eq` can then clear the denominator T, and `linear_combination` inserts P = O − X. The distant-pair values follow by setting X = 0.

`abs_exchange_le` applies the triangle inequality to both sums, then the bound on each product, then `sum_swap`. `nearly_distant_pair` first derives ε ≥ 0 and then proves the bound on |X|/T by cross-multiplication.

## When exchange survives, and a bound on P

With one virtual and K = D = 1, O = X = 2 and P = 0. The fractions are then 6/5 and 13/10, so the distant-pair values fail once X is allowed to be nonzero.

The same estimate also limits the same-spin part of any pair with symmetric positive gaps. Since |K_ab K_ba| ≤ (K_ab² + K_ba²)/2 always holds, ε = 1 gives |X| ≤ O, and therefore P = O − X ≤ 2O.

For your code, within this diagonal-denominator model, larger domains will not restore the missing 23% or 35% of a pair without exchange.
